# Thermal damping of the EXAFS oscillation for a harmonic bond with Gaussian disorder

Let $\hbar$, $\mu$, $\omega$ and $kT$ be positive real numbers (the reduced Planck constant, the reduced mass and angular frequency of a bond, and the thermal energy), let $z=e^{-\hbar\omega/kT}$, and write $\coth y=\cosh y/\sinh y$. The $n$-th vibrational level, $n=0,1,2,\dots$, has population $(1-z)z^n$ and bond-length variance $\frac{\hbar}{\mu\omega}\left(n+\tfrac12\right)$, and $\sigma^2$ denotes the thermal mean of these variances.

```lean
import Mathlib

open MeasureTheory ProbabilityTheory
open scoped NNReal

namespace EXAFSDisorder

noncomputable section

/-- The hyperbolic cotangent, for nonzero argument. -/
def coth (y : ℝ) : ℝ := Real.cosh y / Real.sinh y

/-- The Boltzmann factor of one vibrational quantum at thermal energy `kT ≠ 0`. -/
def boltzmannFactor (hbar ω kT : ℝ) : ℝ := Real.exp (-(hbar * ω / kT))

/-- The population of the `n`-th oscillator level when one quantum has Boltzmann factor `z`. -/
def levelWeight (z : ℝ) (n : ℕ) : ℝ := (1 - z) * z ^ n

/-- The variance of the bond length in the `n`-th level of an oscillator with reduced mass
`μ ≠ 0` and frequency `ω ≠ 0`. -/
def levelVariance (hbar μ ω : ℝ) (n : ℕ) : ℝ := hbar / (μ * ω) * ((n : ℝ) + 1 / 2)

/-- The thermal mean of the level variances, for positive constants. -/
def thermalVariance (hbar μ ω kT : ℝ) : ℝ :=
  ∑' n : ℕ, levelWeight (boltzmannFactor hbar ω kT) n * levelVariance hbar μ ω n

/-- The bare EXAFS sine `sin (2qr)` at wavenumber `q`, averaged over centred Gaussian fluctuations
of variance `v` about the distance `R`. -/
def averagedSignal (q R : ℝ) (v : ℝ≥0) : ℝ :=
  ∫ x : ℝ, Real.sin (2 * q * (R + x)) ∂(gaussianReal 0 v)

/-- The level populations sum to one. -/
theorem levelWeight_hasSum {z : ℝ} (h0 : 0 ≤ z) (h1 : z < 1) :
    HasSum (levelWeight z) 1 := by
  have hz : 1 - z ≠ 0 := by linarith
  have h := (hasSum_geometric_of_lt_one h0 h1).mul_left (1 - z)
  rw [mul_inv_cancel₀ hz] at h
  exact h

/-- The thermal mean of `n + 1/2` is `(1 + z) / (2 (1 - z))`. -/
theorem mean_quanta_hasSum {z : ℝ} (h0 : 0 ≤ z) (h1 : z < 1) :
    HasSum (fun n : ℕ => levelWeight z n * ((n : ℝ) + 1 / 2)) ((1 + z) / (2 * (1 - z))) := by
  have hz : 1 - z ≠ 0 := by linarith
  have hn : ‖z‖ < 1 := by rwa [Real.norm_of_nonneg h0]
  have h := ((hasSum_coe_mul_geometric_of_norm_lt_one hn).add
    ((hasSum_geometric_of_lt_one h0 h1).mul_left (1 / 2))).mul_left (1 - z)
  have hf : (fun n : ℕ => levelWeight z n * ((n : ℝ) + 1 / 2)) =
      fun n : ℕ => (1 - z) * ((n : ℝ) * z ^ n + 1 / 2 * z ^ n) := by
    funext n
    simp only [levelWeight]
    ring
  have hv : (1 + z) / (2 * (1 - z)) =
      (1 - z) * (z / (1 - z) ^ 2 + 1 / 2 * (1 - z)⁻¹) := by
    field_simp
    ring
  rw [hf, hv]
  exact h

/-- The hyperbolic cotangent written with the Boltzmann factor `exp (-2y)`. -/
theorem coth_eq_boltzmann {y : ℝ} (hy : 0 < y) :
    coth y = (1 + Real.exp (-(2 * y))) / (1 - Real.exp (-(2 * y))) := by
  have hs : Real.sinh y ≠ 0 := (Real.sinh_pos_iff.mpr hy).ne'
  have hz : Real.exp (-(2 * y)) < 1 := Real.exp_lt_one_iff.mpr (by linarith)
  have hd : 1 - Real.exp (-(2 * y)) ≠ 0 := by linarith
  have hsq : Real.exp (-(2 * y)) = Real.exp (-y) * Real.exp (-y) := by
    rw [← Real.exp_add]
    congr 1
    ring
  have hab : Real.exp y * Real.exp (-y) = 1 := by
    rw [← Real.exp_add, add_neg_cancel, Real.exp_zero]
  rw [coth, div_eq_div_iff hs hd, hsq, Real.cosh_eq, Real.sinh_eq]
  linear_combination (-Real.exp (-y)) * hab

/-- The Boltzmann-weighted level variances sum to `(ħ / (2μω)) coth (ħω / (2kT))`. -/
theorem thermalVariance_hasSum {hbar μ ω kT : ℝ} (hh : 0 < hbar)
    (hω : 0 < ω) (hT : 0 < kT) :
    HasSum (fun n => levelWeight (boltzmannFactor hbar ω kT) n * levelVariance hbar μ ω n)
      (hbar / (2 * μ * ω) * coth (hbar * ω / (2 * kT))) := by
  have hy : 0 < hbar * ω / (2 * kT) := by positivity
  have hx : 0 < hbar * ω / kT := by positivity
  have h0 : 0 ≤ boltzmannFactor hbar ω kT := (Real.exp_pos _).le
  have hz : boltzmannFactor hbar ω kT < 1 := Real.exp_lt_one_iff.mpr (by linarith)
  have he : Real.exp (-(2 * (hbar * ω / (2 * kT)))) = boltzmannFactor hbar ω kT := by
    rw [boltzmannFactor]
    congr 2
    field_simp
  have h := (mean_quanta_hasSum h0 hz).mul_left (hbar / (μ * ω))
  have hf : (fun n => levelWeight (boltzmannFactor hbar ω kT) n * levelVariance hbar μ ω n) =
      fun n : ℕ => hbar / (μ * ω) *
        (levelWeight (boltzmannFactor hbar ω kT) n * ((n : ℝ) + 1 / 2)) := by
    funext n
    simp only [levelVariance]
    ring
  have hv : hbar / (2 * μ * ω) * coth (hbar * ω / (2 * kT)) = hbar / (μ * ω) *
      ((1 + boltzmannFactor hbar ω kT) / (2 * (1 - boltzmannFactor hbar ω kT))) := by
    rw [coth_eq_boltzmann hy, he, div_mul_div_comm, div_mul_div_comm]
    congr 1
    ring
  rw [hf, hv]
  exact h

/-- The thermal variance lies strictly above its zero-point value `ħ / (2μω)` and its classical
value `kT / (μω²)`, and strictly below their sum. -/
theorem thermalVariance_bounds {hbar μ ω kT : ℝ} (hh : 0 < hbar) (hμ : 0 < μ)
    (hω : 0 < ω) (hT : 0 < kT) :
    hbar / (2 * μ * ω) < thermalVariance hbar μ ω kT ∧
    kT / (μ * ω ^ 2) < thermalVariance hbar μ ω kT ∧
    thermalVariance hbar μ ω kT < hbar / (2 * μ * ω) + kT / (μ * ω ^ 2) := by
  rw [thermalVariance, (thermalVariance_hasSum (μ := μ) hh hω hT).tsum_eq]
  have hc : 0 < hbar / (2 * μ * ω) := by positivity
  have hy : 0 < hbar * ω / (2 * kT) := by positivity
  have hcl : kT / (μ * ω ^ 2) = hbar / (2 * μ * ω) * (1 / (hbar * ω / (2 * kT))) := by
    field_simp
  rw [hcl]
  generalize hbar * ω / (2 * kT) = y at hy ⊢
  have hs : 0 < Real.sinh y := Real.sinh_pos_iff.mpr hy
  have h1 : 1 < coth y := by
    rw [coth, lt_div_iff₀ hs, one_mul]
    exact Real.sinh_lt_cosh y
  -- t cosh t - sinh t vanishes at 0 and has derivative t sinh t
  have hd : ∀ x : ℝ, HasDerivAt (fun t => t * Real.cosh t - Real.sinh t)
      (x * Real.sinh x) x := fun x =>
    (((hasDerivAt_id' x).fun_mul (Real.hasDerivAt_cosh x)).fun_sub
      (Real.hasDerivAt_sinh x)).congr_deriv (by ring)
  have hmono : StrictMonoOn (fun t => t * Real.cosh t - Real.sinh t) (Set.Ici 0) := by
    apply strictMonoOn_of_deriv_pos (convex_Ici 0)
    · exact fun x _ => (hd x).continuousAt.continuousWithinAt
    · intro x hx
      rw [interior_Ici, Set.mem_Ioi] at hx
      rw [(hd x).deriv]
      exact mul_pos hx (Real.sinh_pos_iff.mpr hx)
  have h2 : 1 / y < coth y := by
    have h := hmono (Set.mem_Ici.mpr le_rfl) (Set.mem_Ici.mpr hy.le) hy
    simp only [zero_mul, Real.sinh_zero, sub_zero] at h
    rw [coth, div_lt_div_iff₀ hy hs]
    linarith
  -- the upper bound is exp (2y) > 1 + 2y in disguise
  have h3 : coth y < 1 + 1 / y := by
    have he : Real.exp y = Real.exp (-y) * Real.exp (2 * y) := by
      rw [← Real.exp_add]
      congr 1
      ring
    have hlt : 2 * y + 1 < Real.exp (2 * y) := Real.add_one_lt_exp (by positivity)
    have hm := mul_lt_mul_of_pos_left hlt (Real.exp_pos (-y))
    have hk : Real.exp (-y) < Real.sinh y / y := by
      rw [lt_div_iff₀ hy, Real.sinh_eq]
      linarith
    have hcs : Real.cosh y = Real.sinh y + Real.exp (-y) := by
      rw [Real.cosh_eq, Real.sinh_eq]
      ring
    have hr : (1 + 1 / y) * Real.sinh y = Real.sinh y + Real.sinh y / y := by ring
    rw [coth, div_lt_iff₀ hs, hr, hcs]
    linarith
  refine ⟨?_, mul_lt_mul_of_pos_left h2 hc, ?_⟩
  · linarith [mul_lt_mul_of_pos_left h1 hc]
  · linarith [mul_lt_mul_of_pos_left h3 hc]

/-- Averaging the complex phase `exp (2iq(R + x))` over a centred Gaussian `x` of variance `v` gives
`exp (2iqR)` times `exp (-2q²v)`. -/
theorem phase_average (q R : ℝ) (v : ℝ≥0) :
    ∫ x : ℝ, Complex.exp (((2 * q * (R + x) : ℝ) : ℂ) * Complex.I) ∂(gaussianReal 0 v) =
      ((Real.exp (-2 * q ^ 2 * v) : ℝ) : ℂ) *
        Complex.exp (((2 * q * R : ℝ) : ℂ) * Complex.I) := by
  have h : ∀ x : ℝ, Complex.exp (((2 * q * (R + x) : ℝ) : ℂ) * Complex.I) =
      Complex.exp (((2 * q * R : ℝ) : ℂ) * Complex.I) *
        Complex.exp (((2 * q : ℝ) : ℂ) * (x : ℂ) * Complex.I) := by
    intro x
    rw [← Complex.exp_add]
    congr 1
    push_cast
    ring
  -- the remaining average is the characteristic function at 2q
  simp_rw [h]
  rw [integral_const_mul, ← charFun_apply_real, charFun_gaussianReal, Complex.ofReal_exp,
    ← Complex.exp_add, ← Complex.exp_add]
  congr 1
  push_cast
  ring

/-- Centred Gaussian disorder of variance `v` damps the bare sine `sin (2qR)` by `exp (-2q²v)`. -/
theorem averagedSignal_eq (q R : ℝ) (v : ℝ≥0) :
    averagedSignal q R v = Real.exp (-2 * q ^ 2 * v) * Real.sin (2 * q * R) := by
  have hint : Integrable
      (fun x : ℝ => Complex.exp (((2 * q * (R + x) : ℝ) : ℂ) * Complex.I))
      (gaussianReal 0 v) := by
    apply Integrable.of_bound (C := 1)
    · exact Continuous.aestronglyMeasurable (by fun_prop)
    · exact Filter.Eventually.of_forall fun x => (Complex.norm_exp_ofReal_mul_I _).le
  -- the signal is the imaginary part of the complex phase
  have h := Complex.imCLM.integral_comp_comm hint
  rw [phase_average] at h
  simp only [Complex.imCLM_apply, Complex.exp_ofReal_mul_I_im, Complex.im_ofReal_mul] at h
  exact h

/-- For a harmonic bond in thermal equilibrium, averaging over a centred Gaussian with the thermal
variance damps `sin (2qR)` by `exp (-2q²σ²)`, where `σ² = (ħ / (2μω)) coth (ħω / (2kT))`. -/
theorem thermal_exafs_damping {hbar μ ω kT : ℝ} (hh : 0 < hbar) (hμ : 0 < μ)
    (hω : 0 < ω) (hT : 0 < kT) (q R : ℝ) :
    averagedSignal q R (thermalVariance hbar μ ω kT).toNNReal =
      Real.exp (-2 * q ^ 2 * (hbar / (2 * μ * ω) * coth (hbar * ω / (2 * kT)))) *
        Real.sin (2 * q * R) := by
  have hc : 0 < hbar / (2 * μ * ω) := by positivity
  have hpos : 0 ≤ thermalVariance hbar μ ω kT :=
    (hc.trans (thermalVariance_bounds hh hμ hω hT).1).le
  rw [averagedSignal_eq, Real.coe_toNNReal _ hpos, thermalVariance,
    (thermalVariance_hasSum (μ := μ) hh hω hT).tsum_eq]

/-- Away from the zeros of `sin (2qR)`, the logarithm of the ratio of two averaged sines with the
same `q` and `R` is `2q²` times the second variance minus the first. -/
theorem log_signal_ratio {q R : ℝ} (hR : Real.sin (2 * q * R) ≠ 0) (v w : ℝ≥0) :
    Real.log (averagedSignal q R v / averagedSignal q R w) =
      2 * q ^ 2 * ((w : ℝ) - (v : ℝ)) := by
  rw [averagedSignal_eq, averagedSignal_eq, mul_div_mul_right _ _ hR, ← Real.exp_sub,
    Real.log_exp]
  ring

end

end EXAFSDisorder
```

```lean
#print axioms EXAFSDisorder.levelWeight_hasSum
#print axioms EXAFSDisorder.thermal_exafs_damping
#print axioms EXAFSDisorder.log_signal_ratio
```

```
'EXAFSDisorder.levelWeight_hasSum' depends on axioms: [propext, Classical.choice, Quot.sound]
'EXAFSDisorder.thermal_exafs_damping' depends on axioms: [propext, Classical.choice, Quot.sound]
'EXAFSDisorder.log_signal_ratio' depends on axioms: [propext, Classical.choice, Quot.sound]
```

## A damped sine with an explicit thermal variance

The main theorem, `thermal_exafs_damping`, says that for every real photoelectron wavenumber $q$ and mean distance $R$,

$$\left\langle \sin 2q(R+x)\right\rangle = e^{-2q^2\sigma^2}\sin 2qR,\qquad \sigma^2=\frac{\hbar}{2\mu\omega}\coth\frac{\hbar\omega}{2kT},$$

where the displacement $x$ is averaged over a Gaussian of mean zero and variance $\sigma^2$.

In the file, `boltzmannFactor` is $z$, `levelWeight` is the population and `levelVariance` is the variance of one level. Their weighted infinite sum is `thermalVariance`. Thermal energy enters as the single real variable `kT`, and all quantities are plain real numbers without units. The measure `gaussianReal 0 v` is the distribution of $x$, and `averagedSignal` is the integral of the sine against it.

Mathlib's Gaussian takes its variance as a nonnegative real, of type `ℝ≥0`. The main theorem therefore passes `(thermalVariance hbar μ ω kT).toNNReal`, a conversion that would replace a negative number by zero. Since $\sigma^2$ is positive here, nothing is altered.

The level variances are those of a quantum harmonic oscillator, entered as a formula and not derived from a Hamiltonian. Each level has mean displacement zero, so the variance of the thermal mixture is the weighted mean of the level variances. The Gaussian shape is also an input: it stands for the displacement distribution of a harmonic bond in thermal equilibrium, and the sum over levels supplies only its width.

The signal is a bare sine for one bond with one frequency. Backscattering amplitude, scattering phase shift, mean free path, the $1/R^2$ factor and anharmonicity are left out.

## From level populations to the hyperbolic cotangent

Since $0<z<1$, the geometric series gives $\sum_n z^n=1/(1-z)$, so the populations sum to one. Applying $z\,d/dz$ gives $\sum_n nz^n=z/(1-z)^2$. Hence

$$\sum_{n}(1-z)z^n\left(n+\tfrac12\right)=(1-z)\left[\frac{z}{(1-z)^2}+\frac{1}{2(1-z)}\right]=\frac{1+z}{2(1-z)}.$$

Put $y=\hbar\omega/(2kT)$, so that $z=e^{-2y}$. Multiplying numerator and denominator by $e^{y}$,

$$\frac{1+z}{1-z}=\frac{e^{y}+e^{-y}}{e^{y}-e^{-y}}=\coth y,$$

and the prefactor $\hbar/(\mu\omega)$ turns the mean of $n+\tfrac12$ into $\sigma^2=\frac{\hbar}{2\mu\omega}\coth y$.

The lemmas follow these lines. `levelWeight_hasSum` proves normalisation. `mean_quanta_hasSum` adds Mathlib's two series and multiplies by $1-z$; `field_simp` and `ring` then simplify the result. `coth_eq_boltzmann` clears denominators and closes the identity with $e^ye^{-y}=1$, which is what its `linear_combination` step uses. `thermalVariance_hasSum` restores the prefactor. Its `HasSum` conclusion says that the series converges to the stated value, and `tsum_eq` later carries that value over to `thermalVariance`.

## Bounds from the zero-point and classical variances

Write $c=\hbar/(2\mu\omega)$ for the zero-point variance. The classical variance is $kT/(\mu\omega^2)=c/y$, and `thermalVariance_bounds` states

$$c<\sigma^2,\qquad \frac{kT}{\mu\omega^2}<\sigma^2,\qquad \sigma^2<c+\frac{kT}{\mu\omega^2}.$$

After division by $c$, these become three inequalities for $y>0$:

- $\coth y>1$, because $\cosh y-\sinh y=e^{-y}>0$.
- $\coth y>1/y$, because $g(t)=t\cosh t-\sinh t$ has $g(0)=0$ and $g'(t)=t\sinh t>0$ for $t>0$. Thus $y\cosh y>\sinh y$.
- $\coth y<1+1/y$, because $\coth y-1=2/(e^{2y}-1)$ and $e^{2y}>1+2y$.

The proof makes the same reduction by replacing $\hbar\omega/(2kT)$ with a single positive variable. The second inequality uses `strictMonoOn_of_deriv_pos`, and the third uses `Real.add_one_lt_exp`.

For simulation, this means that treating the nuclei classically underestimates the variance of a single harmonic bond at every positive temperature, by less than its zero-point variance.

## Averaging the photoelectron phase

The complex phase factorises as $e^{2iq(R+x)}=e^{2iqR}e^{2iqx}$, so only $\varphi(t)=\langle e^{itx}\rangle$ at $t=2q$ is needed. For a centred Gaussian of variance $v>0$, with density proportional to $e^{-x^2/(2v)}$, integration by parts gives

$$\varphi'(t)=i\langle xe^{itx}\rangle=-vt\,\varphi(t),\qquad \varphi(0)=1,$$

and therefore $\varphi(t)=e^{-vt^2/2}$. For $v=0$ the distribution is a point mass at zero and the formula still holds. At $t=2q$,

$$\left\langle e^{2iq(R+x)}\right\rangle=e^{-2q^2v}e^{2iqR}.$$

The damping factor is real, so the imaginary part is $e^{-2q^2v}\sin 2qR$.

The factor of two in the phase deserves attention. The photoelectron travels out and back, so a displacement $x$ changes the phase by $2qx$. Evaluating $\varphi$ at $q$ instead of $2q$ would give $e^{-q^2v/2}$, an exponent too small by a factor of four.

`phase_average` performs the factorisation and takes $\varphi$ from Mathlib as `charFun_gaussianReal`. `averagedSignal_eq` then exchanges the imaginary part with the integral through `Complex.imCLM.integral_comp_comm`. That exchange requires integrability, which holds because the phase has modulus one and the Gaussian is a probability measure.

The main theorem sets $v=\sigma^2$. The first bound above shows that $\sigma^2$ is nonnegative, which removes the `toNNReal` conversion, and the closed form of the sum completes the proof.

## Variance differences from a signal ratio

Let two signals share $q$ and $R$ but have variances $v$ and $w$. If $\sin 2qR\neq0$, the sines cancel in the ratio:

$$\ln\frac{e^{-2q^2v}\sin 2qR}{e^{-2q^2w}\sin 2qR}=2q^2(w-v).$$

This is `log_signal_ratio`, whose proof performs the cancellation with `mul_div_mul_right` and then takes the logarithm of a single exponential. It captures the disorder term of the ratio method for two bare sine signals of equal distance; differences in coordination number or scattering amplitude would add terms of their own.

The condition on the sine is needed. Take $q=1$, $R=\pi$, $v=0.01$ and $w=0.02$, in matching units. Both averaged signals vanish, so their ratio carries no information about disorder. Lean assigns $0/0$ and $\ln 0$ the value zero, so the left side is $0$ while the right side is $0.02$.
